# On the unit sphere of $\mathbb R^d$, $P_2(\langle x,y\rangle)$ is a finite sum $\sum_i f_i(x)f_i(y)$ of real functions exactly when $d\le 3$

Two electrons in an atom repel each other, and the quadrupole term of the multipole expansion depends on their directions $x$ and $y$ through $P_2(\langle x,y\rangle)$, where $P_2(t)=(3t^2-1)/2$. In three dimensions this factor splits into products of one-electron functions, which is what makes the angular integrals separable. The bound states of hydrogen, in momentum space, can also be described by functions on the unit sphere of $\mathbb R^4$, where two points again have a dot product. Does $P_2$ of that dot product split in the same way?

Not if each product must consist of the same real function at both points, with weight $+1$, as is possible in three dimensions; once a negative weight is allowed, it does split. Write $t=\langle x,y\rangle$ and call a kernel $K(t)$ separable if $K(\langle x,y\rangle)=\sum_i f_i(x)f_i(y)$ for all unit vectors $x,y$, with finitely many real functions $f_i$. In the file this is `HasAdditionTheorem d K`. Vectors are functions `Fin d → ℝ`, `⬝ᵥ` is the dot product, and a unit vector is one with `x ⬝ᵥ x = 1`.

```lean
import Mathlib

open Matrix
open scoped ComplexConjugate

namespace AdditionTheoremDimension

noncomputable section

/-- The kernel `K(⟨x, y⟩)` on the unit sphere of `ℝ^d` is a finite sum of products
`f_i(x) f_i(y)` of real functions. -/
def HasAdditionTheorem (d : ℕ) (K : ℝ → ℝ) : Prop :=
  ∃ (N : ℕ) (f : Fin N → (Fin d → ℝ) → ℝ), ∀ x y : Fin d → ℝ,
    x ⬝ᵥ x = 1 → y ⬝ᵥ y = 1 → K (x ⬝ᵥ y) = ∑ i, f i x * f i y

/-- The second Legendre polynomial, `P_2(t) = (3 t² - 1) / 2`. -/
def legendreTwo (t : ℝ) : ℝ := (3 * t ^ 2 - 1) / 2
```

The positive cases are built from the traceless quadrupole components
$$Q_{ij}(x)=d\,x_ix_j-\delta_{ij}|x|^2 .$$

```lean
/-- The traceless quadrupole component `d x_i x_j - δ_ij |x|²` in `d` dimensions. -/
def quadrupole {d : ℕ} (i j : Fin d) (x : Fin d → ℝ) : ℝ :=
  d * (x i * x j) - if i = j then x ⬝ᵥ x else 0
```

The spherical-harmonic addition theorem covers every degree $l$ and names the functions $Y_{lm}$. The results here concern degree two and ask only whether some family exists. For $d=3$ the family constructed consists of multiples of the nine Cartesian components, which are linearly dependent, and a constant function equal to zero, instead of the five $Y_{2m}$.

## Finitely many functions, otherwise arbitrary

Each $f_i$ stands for a one-particle quantity, and finiteness means that a pair interaction is replaced by a fixed number of such quantities. Nothing is assumed about continuity, polynomial form or orthogonality, so the negative result also excludes irregular functions.

By hand, finiteness lets sums be exchanged freely. In Lean the family is indexed by `Fin N`, and the next lemma permits any finite set of labels by renumbering it. The constructions below use this to label functions by pairs $(i,j)$.

```lean
/-- The functions of an addition theorem may be labelled by any finite set. -/
theorem HasAdditionTheorem.of_fintype {d : ℕ} {K : ℝ → ℝ} {ι : Type*} [Fintype ι]
    (f : ι → (Fin d → ℝ) → ℝ)
    (hf : ∀ x y : Fin d → ℝ, x ⬝ᵥ x = 1 → y ⬝ᵥ y = 1 →
      K (x ⬝ᵥ y) = ∑ i, f i x * f i y) : HasAdditionTheorem d K :=
  ⟨Fintype.card ι, fun k => f ((Fintype.equivFin ι).symm k), fun x y hx hy => by
    rw [hf x y hx hy]
    exact (Equiv.sum_comp (Fintype.equivFin ι).symm (fun i => f i x * f i y)).symm⟩
```

An infinite series that converges at every pair of points would not rescue $P_2$ in four dimensions: the argument below adds only finitely many values of the kernel, and the partial sums are still sums of squares.

## The same real function at both points, with weight $+1$

Suppose that $K$ is the interaction energy of two unit charges at $x$ and $y$. The product form then says that the total over all ordered pairs of charges, self-terms included, is a sum of squares and hence nonnegative. This is the condition that $P_2$ violates in high dimension.

Nonnegative weights can be absorbed into the functions: if $K=\sum_i f_i(x)f_i(y)$ and $a\ge0$, then $aK=\sum_i(\sqrt a f_i(x))(\sqrt a f_i(y))$. The lemma `scale` is this computation.

```lean
/-- A kernel with an addition theorem keeps one when multiplied by a nonnegative constant. -/
theorem HasAdditionTheorem.scale {d : ℕ} {K : ℝ → ℝ} (h : HasAdditionTheorem d K)
    {a : ℝ} (ha : 0 ≤ a) : HasAdditionTheorem d (fun t => a * K t) := by
  obtain ⟨N, f, hf⟩ := h
  refine ⟨N, fun i x => Real.sqrt a * f i x, ?_⟩
  intro x y hx hy
  simp only [hf x y hx hy, Finset.mul_sum]
  refine Finset.sum_congr rfl fun i _ => ?_
  linear_combination (-(f i x * f i y)) * Real.mul_self_sqrt ha
```

Now place one charge at each vector of an orthonormal basis $e_i$. There are $d$ pairs with $i=j$, where the dot product is $1$, and $d(d-1)$ ordered pairs with $i\ne j$, where it is $0$. Labelling the functions by $k$,
$$dK(1)+d(d-1)K(0)=\sum_{i,j}K(\langle e_i,e_j\rangle)=\sum_{i,j}\sum_k f_k(e_i)f_k(e_j)=\sum_k\Big(\sum_i f_k(e_i)\Big)^2\ge0 .$$

For $P_2$ we have $P_2(1)=1$ and $P_2(0)=-\tfrac12$, so the left side is
$$d-\frac{d(d-1)}2=\frac{d(3-d)}2 .$$
In $\mathbb R^4$ this equals $4-6=-2$, a contradiction.

The proof follows the same two evaluations. `he` gives the dot products of the basis vectors, `hsum` counts the pairs, and `hsq` inserts the expansion and reorders the sums into squares.

```lean
/-- If `K` has an addition theorem, its double sum over an orthonormal basis,
`d K(1) + d (d - 1) K(0)`, is nonnegative. -/
theorem basis_sum_nonneg {d : ℕ} {K : ℝ → ℝ} (h : HasAdditionTheorem d K) :
    0 ≤ (d : ℝ) * K 1 + d * (d - 1) * K 0 := by
  obtain ⟨N, f, hf⟩ := h
  let e : Fin d → Fin d → ℝ := fun i => Pi.single i 1
  have he : ∀ i j, e i ⬝ᵥ e j = if i = j then 1 else 0 := by
    intro i j
    rcases eq_or_ne i j with rfl | hij
    · simp [e]
    · simp [e, hij, hij.symm]
  have hK : ∀ i j, K (e i ⬝ᵥ e j) = K 0 + if i = j then K 1 - K 0 else 0 := by
    intro i j
    rw [he]
    split_ifs <;> ring
  -- the double sum, evaluated from the kernel
  have hsum : ∑ i, ∑ j, K (e i ⬝ᵥ e j) = (d : ℝ) * K 1 + d * (d - 1) * K 0 := by
    simp only [hK, Finset.sum_add_distrib, Finset.sum_ite_eq, Finset.mem_univ, if_true,
      Finset.sum_const, Finset.card_univ, Fintype.card_fin, nsmul_eq_mul]
    ring
  -- the same double sum, evaluated from the expansion, is a sum of squares
  have hsq : ∑ i, ∑ j, K (e i ⬝ᵥ e j) = ∑ k, (∑ i, f k (e i)) ^ 2 := by
    have h1 : ∑ i, ∑ j, K (e i ⬝ᵥ e j) = ∑ i, ∑ j, ∑ k, f k (e i) * f k (e j) :=
      Finset.sum_congr rfl fun i _ => Finset.sum_congr rfl fun j _ =>
        hf _ _ ((he i i).trans (if_pos rfl)) ((he j j).trans (if_pos rfl))
    rw [h1]
    simp only [sq, Finset.sum_mul_sum]
    symm
    rw [Finset.sum_comm]
    refine Finset.sum_congr rfl fun i _ => ?_
    exact Finset.sum_comm
  rw [← hsum, hsq]
  exact Finset.sum_nonneg fun k _ => sq_nonneg _
```

If negative weights were allowed, the obstruction would disappear. In four dimensions
$$P_2(\langle x,y\rangle)=\frac3{32}\sum_{i,j}Q_{ij}(x)Q_{ij}(y)-\frac18$$
for unit vectors, and the single negative constant is what the product form forbids.

## Vectors of unit length

Unit length means that only directions enter, with the radial dependence removed. The basis argument uses it because the expansion is applied at the vectors $e_i$, which are normalised. The construction uses it to turn $|x|^2|y|^2$ into a constant.

To see the second use, multiply out the contraction of the quadrupole components:
$$\sum_{i,j}Q_{ij}(x)Q_{ij}(y)=d^2\sum_{i,j}x_ix_jy_iy_j-d|y|^2\sum_i x_i^2-d|x|^2\sum_i y_i^2+|x|^2|y|^2\sum_i 1 .$$
The first term is $d^2\langle x,y\rangle^2$. The other three are $-d|x|^2|y|^2$, $-d|x|^2|y|^2$ and $+d|x|^2|y|^2$. Therefore
$$\sum_{i,j}Q_{ij}(x)Q_{ij}(y)=d^2\langle x,y\rangle^2-d|x|^2|y|^2 .$$

This identity holds for vectors of any length. In Lean, `expand` separates the full double sum from the diagonal terms, `h1` evaluates the former and `h2` the latter.

```lean
/-- In every dimension `d`, the quadrupole components of `x` and `y` contract to
`d² ⟨x, y⟩² - d |x|² |y|²`. -/
theorem quadrupole_contraction {d : ℕ} (x y : Fin d → ℝ) :
    ∑ i, ∑ j, quadrupole i j x * quadrupole i j y
      = (d : ℝ) ^ 2 * (x ⬝ᵥ y) ^ 2 - d * (x ⬝ᵥ x) * (y ⬝ᵥ y) := by
  have expand : ∀ i j, quadrupole i j x * quadrupole i j y
      = (d : ℝ) ^ 2 * ((x i * y i) * (x j * y j)) + if i = j then
        ((x ⬝ᵥ x) * (y ⬝ᵥ y) - d * (x i * x i) * (y ⬝ᵥ y)
          - d * (x ⬝ᵥ x) * (y i * y i)) else 0 := by
    intro i j
    unfold quadrupole
    split_ifs with h
    · subst h
      ring
    · ring
  have h1 : ∑ i, ∑ j, (d : ℝ) ^ 2 * ((x i * y i) * (x j * y j))
      = (d : ℝ) ^ 2 * (x ⬝ᵥ y) ^ 2 := by
    rw [sq (x ⬝ᵥ y)]
    simp only [dotProduct]
    rw [Finset.sum_mul_sum]
    simp only [Finset.mul_sum]
  have hx : ∑ i, x i * x i = x ⬝ᵥ x := rfl
  have hy : ∑ i, y i * y i = y ⬝ᵥ y := rfl
  -- the diagonal terms remove the trace
  have h2 : ∑ i, ((x ⬝ᵥ x) * (y ⬝ᵥ y) - d * (x i * x i) * (y ⬝ᵥ y)
      - d * (x ⬝ᵥ x) * (y i * y i)) = -((d : ℝ) * (x ⬝ᵥ x) * (y ⬝ᵥ y)) := by
    simp only [Finset.sum_sub_distrib, ← Finset.sum_mul, ← Finset.mul_sum, hx, hy,
      Finset.sum_const, Finset.card_univ, Fintype.card_fin, nsmul_eq_mul]
    ring
  simp only [expand, Finset.sum_add_distrib, Finset.sum_ite_eq, Finset.mem_univ, if_true]
  rw [h1, h2]
  ring
```

Without normalisation, $P_2(\langle x,y\rangle)$ would fail in every dimension: at $x=y=0$ the left side is $-\tfrac12$, while the right side is $\sum_i f_i(0)^2\ge0$. For vectors of general length in three dimensions, the separable expression is $(3\langle x,y\rangle^2-|x|^2|y|^2)/2$, which is one sixth of the contraction above.

## The subtracted constant satisfies $cd\le1$

Consider the kernel $t^2-c$, with $c$ real. The average of $\langle x,y\rangle^2$ over directions $x$, at fixed unit $y$, is $1/d$. The condition $c\le1/d$ therefore says that the constant removes no more than this isotropic part.

The condition is necessary because the basis sum gives
$$d(1-c)-d(d-1)c=d(1-cd)\ge0,$$
and for $d>0$ we may divide by $d$.

It is sufficient because, for unit vectors, dividing the contraction by $d^2$ gives
$$\sum_{i,j}\frac{Q_{ij}(x)}d\,\frac{Q_{ij}(y)}d=t^2-\frac1d .$$
Adding the constant function $\sqrt{1/d-c}$ to the family contributes $1/d-c$, and the total is $t^2-c$. The square root is real precisely because $cd\le1$.

The theorem `sq_sub_const_iff` states this equivalence for every natural number $d$ and real $c$. In its proof, `basis_sum_nonneg` supplies necessity. For sufficiency, the labels form an `Option` type: `none` carries the constant function and `some (i, j)` carries $Q_{ij}/d$. The unit conditions enter through `rw [hx, hy] at hq`. Dimension zero is treated first: the left side is true because there are no unit vectors, and the right side because $c\cdot0\le1$.

```lean
/-- On the unit sphere of `ℝ^d`, the kernel `⟨x, y⟩² - c` has an addition theorem
exactly when `c d ≤ 1`. -/
theorem sq_sub_const_iff (d : ℕ) (c : ℝ) :
    HasAdditionTheorem d (fun t => t ^ 2 - c) ↔ c * d ≤ 1 := by
  rcases Nat.eq_zero_or_pos d with rfl | hd
  · -- there are no unit vectors in dimension zero
    constructor
    · intro _
      simp
    · intro _
      exact ⟨0, fun _ _ => 0, fun x y hx _ => by simp [dotProduct] at hx⟩
  have hd' : (0 : ℝ) < d := by exact_mod_cast hd
  have hne : (d : ℝ) ≠ 0 := hd'.ne'
  constructor
  · intro h
    have h1 : 0 ≤ (d : ℝ) * (1 ^ 2 - c) + d * (d - 1) * (0 ^ 2 - c) := basis_sum_nonneg h
    have h0 : 0 ≤ (d : ℝ) * (1 - c * d) := by nlinarith [h1]
    have h2 := (mul_nonneg_iff_of_pos_left hd').mp h0
    linarith
  · intro h
    have hc : 0 ≤ 1 / (d : ℝ) - c := by
      rw [sub_nonneg, le_div_iff₀ hd']
      exact h
    -- the quadrupole components together with one constant function
    refine HasAdditionTheorem.of_fintype (ι := Option (Fin d × Fin d))
      (fun o x => o.elim (Real.sqrt (1 / (d : ℝ) - c))
        (fun p => quadrupole p.1 p.2 x / d)) ?_
    intro x y hx hy
    have hq := quadrupole_contraction x y
    rw [hx, hy] at hq
    simp only [Fintype.sum_option, Option.elim_none, Option.elim_some,
      Real.mul_self_sqrt hc, Fintype.sum_prod_type, div_mul_div_comm, ← Finset.sum_div, hq]
    first
      | (field_simp; done)
      | (field_simp; ring)
```

At the limiting value $c=1/d$ the constant function vanishes and the quadrupole components suffice. On the sphere of $\mathbb R^4$ the limiting kernel is $t^2-\tfrac14$, so a separable degree-two kernel does exist there, with $\tfrac14$ in place of the $\tfrac13$ that belongs to $P_2$.

## At most three dimensions

Since $P_2(t)=\tfrac32(t^2-\tfrac13)$, the previous condition with $c=\tfrac13$ reads $d\le3$. The dimension is thus the physical content of the constant in $P_2$: it subtracts the isotropic part appropriate to three-dimensional space.

The theorem `legendreTwo_iff` states that $P_2$ is separable exactly when $d\le3$. One direction of the proof uses the basis sum $d(3-d)/2$ directly. If $d\ge4$, that number is negative, which `nlinarith` derives with the help of $(d-4)^2\ge0$. The other direction takes the family for $t^2-\tfrac13$ and applies `scale` with $a=\tfrac32$.

```lean
/-- The kernel `P_2(⟨x, y⟩)` on the unit sphere of `ℝ^d` has an addition theorem
exactly when `d ≤ 3`. -/
theorem legendreTwo_iff (d : ℕ) : HasAdditionTheorem d legendreTwo ↔ d ≤ 3 := by
  constructor
  · intro h
    have h1 : 0 ≤ (d : ℝ) * ((3 * 1 ^ 2 - 1) / 2) + d * (d - 1) * ((3 * 0 ^ 2 - 1) / 2) :=
      basis_sum_nonneg h
    by_contra hd
    have h4 : (4 : ℝ) ≤ d := by exact_mod_cast (by omega : 4 ≤ d)
    nlinarith [sq_nonneg ((d : ℝ) - 4)]
  · intro hd
    have h3 : (d : ℝ) ≤ 3 := by exact_mod_cast hd
    have h := ((sq_sub_const_iff d (1 / 3)).mpr (by linarith)).scale
      (a := 3 / 2) (by norm_num)
    have e : legendreTwo = fun t => 3 / 2 * (t ^ 2 - 1 / 3) := by
      funext t
      unfold legendreTwo
      ring
    rw [e]
    exact h
```

The smallest sphere with any points is the case $d=1$, where the unit vectors are $\pm1$. Then $t=\pm1$ and $P_2(t)=1$. The only quadrupole component is $x_1^2-|x|^2=0$, and the constant function is $\sqrt{3/2}\,\sqrt{1-1/3}=1$, which gives the kernel by itself.

Beyond three dimensions the expansion fails, and the case $d=4$ is recorded separately.

```lean
/-- On the unit sphere of `ℝ^4` no finite family of real functions satisfies
`(3 ⟨x, y⟩² - 1) / 2 = ∑ f_i(x) f_i(y)`. -/
theorem no_addition_theorem_four : ¬ HasAdditionTheorem 4 legendreTwo := by
  intro h
  have := (legendreTwo_iff 4).mp h
  omega
```

For electronic structure, the case $d=3$ is the separation of the angular factor in the $l=2$ term of the Coulomb repulsion, without its radial part. The case $d=4$ shows that, for this one kernel, an expansion $\sum_i f_i(x)f_i(y)$ in real functions does not carry over to the unit sphere of $\mathbb R^4$ that appears in the hydrogen problem.

## Complex functions with one factor conjugated

Spherical harmonics are usually complex, and their addition theorem has the form $\sum_i f_i(x)\overline{f_i(y)}$. The conjugation plays the part that the weight $+1$ plays for real functions: at $x=y$ each term is $|f_i(x)|^2$.

Write $f_i=u_i+\mathrm i v_i$ with $u_i$ and $v_i$ real. Since $P_2(\langle x,y\rangle)$ is real, taking real parts gives
$$P_2(\langle x,y\rangle)=\sum_i\big(u_i(x)u_i(y)+v_i(x)v_i(y)\big),$$
which is a real expansion with twice as many functions. For $d\ge4$ it cannot exist.

The theorem `no_complex_addition_theorem` assumes `4 ≤ d` and excludes every finite complex family of this form. Its proof takes real parts with `congrArg Complex.re` and uses two copies of the label set, `ι ⊕ ι`, for the real and imaginary parts. The result then follows from `legendreTwo_iff`.

```lean
/-- For `d ≥ 4` no finite family of complex functions on the unit sphere of `ℝ^d` satisfies
`P_2(⟨x, y⟩) = ∑ f_i(x) conj(f_i(y))`. -/
theorem no_complex_addition_theorem {d : ℕ} (hd : 4 ≤ d) {ι : Type*} [Fintype ι]
    (f : ι → (Fin d → ℝ) → ℂ) :
    ¬ ∀ x y : Fin d → ℝ, x ⬝ᵥ x = 1 → y ⬝ᵥ y = 1 →
      (legendreTwo (x ⬝ᵥ y) : ℂ) = ∑ i, f i x * conj (f i y) := by
  intro h
  -- real and imaginary parts would form a real family
  have H : HasAdditionTheorem d legendreTwo := by
    refine HasAdditionTheorem.of_fintype (ι := ι ⊕ ι)
      (fun s x => Sum.elim (fun i => (f i x).re) (fun i => (f i x).im) s) ?_
    intro x y hx hy
    have hre := congrArg Complex.re (h x y hx hy)
    rw [Complex.ofReal_re, Complex.re_sum] at hre
    rw [hre, Fintype.sum_sum_type, ← Finset.sum_add_distrib]
    refine Finset.sum_congr rfl fun i _ => ?_
    simp [Complex.mul_re]
  have := (legendreTwo_iff d).mp H
  omega

end

end AdditionTheoremDimension
```

```lean
#print axioms AdditionTheoremDimension.no_addition_theorem_four
#print axioms AdditionTheoremDimension.no_complex_addition_theorem
```

```
'AdditionTheoremDimension.no_addition_theorem_four' depends on axioms: [propext, Classical.choice, Quot.sound]
'AdditionTheoremDimension.no_complex_addition_theorem' depends on axioms: [propext, Classical.choice, Quot.sound]
```

If the conjugation is removed, an expansion in $\mathbb R^4$ becomes possible. The constant function $\mathrm i/\sqrt8$ contributes $(\mathrm i/\sqrt8)^2=-\tfrac18$, and together with the functions $\sqrt{3/32}\,Q_{ij}$ it reproduces $P_2(\langle x,y\rangle)$ on the unit sphere.
